# Hermitian Particle-Hole Symmetric Matrices Are $i$ Times Real Antisymmetric Ones in the Majorana Basis

Take $N$ fermionic modes and order components as particles first, then holes. A bar denotes entrywise complex conjugation, a dagger the adjoint. In $N\times N$ blocks, set

$$X=\begin{pmatrix}0&1\\1&0\end{pmatrix},\qquad W=\frac1{\sqrt2}\begin{pmatrix}1&1\\-i&i\end{pmatrix}.$$

A $2N\times2N$ matrix $H$ is particle-hole symmetric if $X\bar HX=-H$. This condition expresses the redundancy of listing each fermion both as a particle and as a hole. Acting on $(c,c^\dagger)$, $W$ gives the self-adjoint operators $(c+c^\dagger)/\sqrt2$ and $-i(c-c^\dagger)/\sqrt2$, each with square $1/2$.

## From particle-hole symmetry to a real matrix

**Claim.** $W$ is unitary, and $H$ is Hermitian and particle-hole symmetric if and only if $WHW^\dagger=iA$ with $A$ real and $A^T=-A$.

Unitarity is a block product:

$$WW^\dagger=\frac12\begin{pmatrix}1&1\\-i&i\end{pmatrix}\begin{pmatrix}1&i\\1&-i\end{pmatrix}=\begin{pmatrix}1&0\\0&1\end{pmatrix}.$$

Conjugating $W$ exchanges its block columns, so $\bar W=WX$ and $\overline{W^\dagger}=XW^\dagger$. With $M=WHW^\dagger$,

$$\bar M=W(X\bar HX)W^\dagger .$$

If $H$ has both symmetries, then $\bar M=-M$, so $M=iA$ with $A$ real. Also $M^\dagger=M$ reads $-iA^T=iA$, so $A^T=-A$.

Conversely, if $M=iA$ with $A$ real antisymmetric, then $M^\dagger=M$ and $\bar M=-M$. Cancelling $W$ and $W^\dagger$ gives $H^\dagger=H$ and $X\bar HX=-H$.

Both conditions matter already for one mode. $H=1$ is Hermitian but not particle-hole symmetric, and $M=1$ is not imaginary. $H=i\,1$ is particle-hole symmetric but not Hermitian, and $A=1$ is not antisymmetric.

The same argument, applied by hand to a unitary $U$ with $X\bar UX=U$, shows that $WUW^\dagger$ is real orthogonal: Bogoliubov transformations act on the Majorana components as rotations, possibly combined with a reflection.

For mean-field superconductors, which are non-interacting quadratic models, this allows the Hamiltonian of a finite system to be stored, up to an additive constant, as a real antisymmetric matrix.

## The basis change in Lean

The finite type `n` labels the modes, so $N$ is `Fintype.card n`, and `n ⊕ n` labels particles and holes.

```lean
import Mathlib

open Matrix

namespace MajoranaForm

noncomputable section

variable (n : Type*) [Fintype n] [DecidableEq n]

/-- The block swap `X`, which exchanges the particle and hole components. -/
def swapX : Matrix (n ⊕ n) (n ⊕ n) ℂ := fromBlocks 0 1 1 0

/-- The change of basis `W` from particles and holes to Majorana components. -/
def majoranaW : Matrix (n ⊕ n) (n ⊕ n) ℂ :=
  ((1 / √2 : ℝ) : ℂ) • fromBlocks 1 1 ((-Complex.I) • 1) (Complex.I • 1)
```

The next two lemmas supply the factor $1/2$ and the blocks of $W^\dagger$; the theorem after them multiplies the blocks.

```lean
/-- The squared normalisation factor of `W` is one half. -/
lemma norm_factor_sq : ((1 / √2 : ℝ) : ℂ) * ((1 / √2 : ℝ) : ℂ) = 1 / 2 := by
  have h : (1 / √2 : ℝ) * (1 / √2) = 1 / 2 := by
    rw [div_mul_div_comm, Real.mul_self_sqrt (by norm_num), one_mul]
  rw [← Complex.ofReal_mul, h]
  norm_num

omit [Fintype n] in
/-- The adjoint of `W`, written in blocks. -/
lemma majoranaW_adjoint : (majoranaW n)ᴴ =
    ((1 / √2 : ℝ) : ℂ) • fromBlocks 1 (Complex.I • 1) 1 ((-Complex.I) • 1) := by
  have hc : star ((1 / √2 : ℝ) : ℂ) = ((1 / √2 : ℝ) : ℂ) := Complex.conj_ofReal _
  rw [majoranaW, conjTranspose_smul, hc, fromBlocks_conjTranspose]
  congr 1
  simp

/-- The change to the Majorana basis is unitary. -/
theorem majoranaW_unitary : majoranaW n * (majoranaW n)ᴴ = 1 := by
  rw [majoranaW_adjoint, majoranaW, smul_mul_smul_comm, norm_factor_sq,
    fromBlocks_multiply, fromBlocks_smul, ← fromBlocks_one, fromBlocks_inj]
  refine ⟨?_, ?_, ?_, ?_⟩ <;>
    simp only [mul_one, one_mul, Matrix.mul_smul, smul_smul, neg_mul,
      mul_neg, Complex.I_mul_I, neg_neg] <;> module
```

Entrywise conjugation is `.map (starRingEnd ℂ)`. The identity $\bar W=WX$ is checked entry by entry, then used on both sides of $H$.

```lean
/-- Complex conjugation of `W` amounts to exchanging particles and holes first. -/
theorem majoranaW_conj :
    (majoranaW n).map (starRingEnd ℂ) = majoranaW n * swapX n := by
  rw [majoranaW, swapX, Matrix.smul_mul, fromBlocks_multiply]
  ext (i | i) (j | j) <;> by_cases h : i = j <;> simp [h]

variable {n}

/-- Conjugating a matrix in the Majorana basis is the same as applying the particle-hole
operation `H ↦ X conj(H) X` in the original basis. -/
theorem conj_in_majorana_basis (H : Matrix (n ⊕ n) (n ⊕ n) ℂ) :
    (majoranaW n * H * (majoranaW n)ᴴ).map (starRingEnd ℂ) =
      majoranaW n * (swapX n * H.map (starRingEnd ℂ) * swapX n) * (majoranaW n)ᴴ := by
  have hX : (swapX n)ᴴ = swapX n := by simp [swapX, fromBlocks_conjTranspose]
  have hW : ((majoranaW n)ᴴ).map (starRingEnd ℂ) = swapX n * (majoranaW n)ᴴ := by
    have h : ((majoranaW n)ᴴ).map (starRingEnd ℂ) =
        ((majoranaW n).map (starRingEnd ℂ))ᴴ := by
      ext i j
      rfl
    rw [h, majoranaW_conj, conjTranspose_mul, hX]
  rw [Matrix.map_mul, Matrix.map_mul, hW, majoranaW_conj]
  simp only [Matrix.mul_assoc]
```

Cancellation needs $W^\dagger W=1$, which follows from $WW^\dagger=1$ because the matrices are finite and square.

```lean
/-- Two matrices that agree in the Majorana basis are equal. -/
lemma majorana_cancel {P Q : Matrix (n ⊕ n) (n ⊕ n) ℂ}
    (h : majoranaW n * P * (majoranaW n)ᴴ = majoranaW n * Q * (majoranaW n)ᴴ) : P = Q := by
  have hW : (majoranaW n)ᴴ * majoranaW n = 1 := mul_eq_one_comm.mp (majoranaW_unitary n)
  have key : ∀ R : Matrix (n ⊕ n) (n ⊕ n) ℂ,
      (majoranaW n)ᴴ * (majoranaW n * R * (majoranaW n)ᴴ) * majoranaW n = R := by
    intro R
    calc _ = ((majoranaW n)ᴴ * majoranaW n) * R * ((majoranaW n)ᴴ * majoranaW n) := by
          simp only [Matrix.mul_assoc]
      _ = R := by rw [hW, one_mul, mul_one]
  rw [← key P, h, key Q]
```

## The equivalence

In the main theorem $A$ has real entries by its type, and `A.map Complex.ofReal` regards it as complex. The forward direction takes $A$ to be the imaginary part of $M$: `hadj` gives antisymmetry and `hconj` removes the real part. The reverse direction uses `majorana_cancel` twice. The statement concerns finite matrices, not field operators or interactions.

```lean
/-- **Majorana form.** A matrix `H` is Hermitian with `X conj(H) X = -H` exactly when
`W H W† = i A` for some real antisymmetric matrix `A`. -/
theorem majorana_form_iff (H : Matrix (n ⊕ n) (n ⊕ n) ℂ) :
    (H.IsHermitian ∧ swapX n * H.map (starRingEnd ℂ) * swapX n = -H) ↔
      ∃ A : Matrix (n ⊕ n) (n ⊕ n) ℝ, Aᵀ = -A ∧
        majoranaW n * H * (majoranaW n)ᴴ = Complex.I • A.map Complex.ofReal := by
  have hadj : (majoranaW n * H * (majoranaW n)ᴴ)ᴴ =
      majoranaW n * Hᴴ * (majoranaW n)ᴴ := by
    simp only [conjTranspose_mul, conjTranspose_conjTranspose, Matrix.mul_assoc]
  have hconj := conj_in_majorana_basis H
  constructor
  · rintro ⟨hH, hX⟩
    rw [hH.eq] at hadj
    rw [hX, Matrix.mul_neg, Matrix.neg_mul] at hconj
    generalize majoranaW n * H * (majoranaW n)ᴴ = M at hadj hconj ⊢
    refine ⟨Matrix.of fun i j => (M i j).im, ?_, ?_⟩
    · -- Hermiticity makes the imaginary part antisymmetric
      ext i j
      have h := congrArg Complex.im (congrFun (congrFun hadj i) j)
      simp only [conjTranspose_apply, Complex.star_def, Complex.conj_im] at h
      simp only [transpose_apply, Matrix.neg_apply, Matrix.of_apply]
      linarith
    · -- particle-hole symmetry removes the real part
      ext i j
      have h := congrArg Complex.re (congrFun (congrFun hconj i) j)
      simp only [Matrix.map_apply, Matrix.neg_apply, Complex.conj_re, Complex.neg_re] at h
      have h0 : (M i j).re = 0 := by linarith
      apply Complex.ext <;> simp [h0]
  · rintro ⟨A, hA, hM⟩
    have hA' : ∀ i j, A j i = -A i j := fun i j => congrFun (congrFun hA i) j
    constructor
    · apply majorana_cancel
      rw [← hadj, hM]
      ext i j
      simp [hA' i j]
    · apply majorana_cancel
      rw [← hconj, Matrix.mul_neg, Matrix.neg_mul, hM]
      ext i j
      simp
```

## Self-conjugate vectors and the determinant

For a vector $\psi$, the same identity gives $\overline{W\psi}=WX\bar\psi$. Hence $X\bar\psi=\psi$ makes $W\psi$ real, and cancelling $W$ gives the converse. No Hamiltonian or energy appears, so this alone does not produce a Majorana zero mode.

```lean
/-- A vector `ψ` satisfies `X conj(ψ) = ψ` exactly when all components of `W ψ` are real. -/
theorem self_conjugate_iff_real (ψ : n ⊕ n → ℂ) :
    swapX n *ᵥ star ψ = ψ ↔ ∀ i, ((majoranaW n *ᵥ ψ) i).im = 0 := by
  have key : star (majoranaW n *ᵥ ψ) = majoranaW n *ᵥ (swapX n *ᵥ star ψ) := by
    rw [Matrix.mulVec_mulVec, ← majoranaW_conj]
    ext i
    simp [Matrix.mulVec, dotProduct]
  constructor
  · intro h i
    rw [h] at key
    exact Complex.conj_eq_iff_im.mp (congrFun key i)
  · intro h
    have hs : star (majoranaW n *ᵥ ψ) = majoranaW n *ᵥ ψ :=
      funext fun i => Complex.conj_eq_iff_im.mpr (h i)
    have hW : (majoranaW n)ᴴ * majoranaW n = 1 := mul_eq_one_comm.mp (majoranaW_unitary n)
    have h2 := congrArg (fun v => (majoranaW n)ᴴ *ᵥ v) (key.symm.trans hs)

    rwa [Matrix.mulVec_mulVec, Matrix.mulVec_mulVec ψ, hW, Matrix.one_mulVec,
      Matrix.one_mulVec] at h2
```

Taking determinants of $WHW^\dagger=iA$, with $\det W\det W^\dagger=1$, gives $\det H=i^{2N}\det A=(-1)^N\det A$. Antisymmetry is not needed.

```lean
/-- If `W H W† = i A` with `A` real, then `det H = (-1)^N det A`, with `N` the number of modes. -/
theorem det_majorana (H : Matrix (n ⊕ n) (n ⊕ n) ℂ) (A : Matrix (n ⊕ n) (n ⊕ n) ℝ)
    (h : majoranaW n * H * (majoranaW n)ᴴ = Complex.I • A.map Complex.ofReal) :
    H.det = (-1) ^ Fintype.card n * (A.det : ℂ) := by
  have hW := congrArg Matrix.det (majoranaW_unitary n)
  rw [Matrix.det_mul, Matrix.det_one] at hW
  have hA : (A.map Complex.ofReal).det = (A.det : ℂ) := (Complex.ofRealHom.map_det A).symm
  have hd := congrArg Matrix.det h
  rw [Matrix.det_mul, Matrix.det_mul, Matrix.det_smul, hA, Fintype.card_sum, ← two_mul,
    pow_mul, Complex.I_sq] at hd
  linear_combination hd - H.det * hW
```

## Hopping and pairing blocks

The Bogoliubov-de Gennes matrix has hopping block $h$ and pairing block $\Delta$:

$$H=\begin{pmatrix}h&\Delta\\-\bar\Delta&-\bar h\end{pmatrix}.$$

```lean
/-- The Bogoliubov-de Gennes matrix with hopping block `h` and pairing block `Δ`. -/
def bdg (h Δ : Matrix n n ℂ) : Matrix (n ⊕ n) (n ⊕ n) ℂ :=
  fromBlocks h Δ (-(Δ.map (starRingEnd ℂ))) (-(h.map (starRingEnd ℂ)))
```

Swapping and conjugating its blocks gives $-H$ for any $h,\Delta$. Hermiticity uses $h^\dagger=h$ and $\Delta^T=-\Delta$, the latter reflecting fermionic anticommutation.

```lean
/-- For Hermitian `h` and antisymmetric `Δ` the Bogoliubov-de Gennes matrix is Hermitian
and particle-hole symmetric. -/
theorem bdg_symmetries (h Δ : Matrix n n ℂ) (hh : h.IsHermitian) (hΔ : Δᵀ = -Δ) :
    (bdg h Δ).IsHermitian ∧
      swapX n * (bdg h Δ).map (starRingEnd ℂ) * swapX n = -bdg h Δ := by
  have e1 : ∀ i j, starRingEnd ℂ (h j i) = h i j := fun i j => hh.apply i j
  have e2 : ∀ i j, Δ j i = -Δ i j := fun i j => congrFun (congrFun hΔ i) j
  constructor
  · unfold Matrix.IsHermitian
    ext (i | i) (j | j)
    · simp [bdg, e1 i j]
    · simp [bdg, e2 i j]
    · simp [bdg, e2 i j]
    · simp [bdg, e1 j i]
  · rw [bdg, swapX, fromBlocks_map, fromBlocks_multiply, fromBlocks_multiply]
    ext (i | i) (j | j) <;> simp
```

Write $s=h+\Delta$ and $d=h-\Delta$. Multiplying out,

$$WHW^\dagger=\frac12\begin{pmatrix}s-\bar s&i(d+\bar d)\\-i(s+\bar s)&d-\bar d\end{pmatrix}
=i\begin{pmatrix}\operatorname{Im}s&\operatorname{Re}d\\-\operatorname{Re}s&\operatorname{Im}d\end{pmatrix}.$$

Lean compares real and imaginary parts of each entry. This formula holds for arbitrary $h,\Delta$; the real matrix is antisymmetric under the assumptions of `bdg_symmetries`.

```lean
/-- In the Majorana basis the Bogoliubov-de Gennes matrix is `i` times a real matrix whose blocks
are, up to sign, real and imaginary parts of `h + Δ` and `h - Δ`. -/
theorem bdg_majorana_blocks (h Δ : Matrix n n ℂ) :
    majoranaW n * bdg h Δ * (majoranaW n)ᴴ = Complex.I •
      (fromBlocks ((h + Δ).map Complex.im) ((h - Δ).map Complex.re)
        (-((h + Δ).map Complex.re)) ((h - Δ).map Complex.im)).map Complex.ofReal := by
  rw [majoranaW_adjoint, majoranaW, bdg, Matrix.smul_mul, smul_mul_smul_comm,
    norm_factor_sq, fromBlocks_multiply, fromBlocks_multiply]
  ext (i | i) (j | j) <;> apply Complex.ext <;> simp <;> ring
```

A two-site chain with hopping $-1$ and pairing $1$ meets those assumptions. Its block formula couples the first Majorana component of site 1 to the second of site 2, leaving the other two uncoupled.

```lean
/-- A two-site chain with hopping `-1` and pairing `1` is Hermitian and particle-hole
symmetric. -/
theorem bdg_witness :
    (bdg !![0, -1; -1, 0] !![0, 1; -1, 0]).IsHermitian ∧
      swapX (Fin 2) * (bdg !![0, -1; -1, 0] !![0, 1; -1, 0]).map (starRingEnd ℂ) *
        swapX (Fin 2) = -bdg !![0, -1; -1, 0] !![0, 1; -1, 0] := by
  apply bdg_symmetries
  · unfold Matrix.IsHermitian
    ext i j
    fin_cases i <;> fin_cases j <;> simp
  · ext i j
    fin_cases i <;> fin_cases j <;> simp

end

end MajoranaForm
```

```lean
#print axioms MajoranaForm.conj_in_majorana_basis
#print axioms MajoranaForm.majorana_form_iff
#print axioms MajoranaForm.det_majorana
#print axioms MajoranaForm.bdg_majorana_blocks
```

```
'MajoranaForm.conj_in_majorana_basis' depends on axioms: [propext, Classical.choice, Quot.sound]
'MajoranaForm.majorana_form_iff' depends on axioms: [propext, Classical.choice, Quot.sound]
'MajoranaForm.det_majorana' depends on axioms: [propext, Classical.choice, Quot.sound]
'MajoranaForm.bdg_majorana_blocks' depends on axioms: [propext, Classical.choice, Quot.sound]
```
